# In the linearised BCS gap equation with a sharp cutoff and fixed coupling, the critical temperature is proportional to the cutoff

**Q:** When I estimate how an isotope substitution shifts a critical temperature, I solve the linearised gap equation once, keep the ratio of temperature to phonon cutoff, and multiply it by the new cutoff. What entitles me to skip the second solve?

**A:** The equation fixes only that ratio. Just below the transition the gap is small, and to first order in it the BCS gap equation becomes

$$\lambda\, I(\omega,T)=1,\qquad I(\omega,T)=\int_0^{\omega}\frac{\tanh(x/2T)}{x}\,dx .$$

Here $x$ is the electron energy measured from the Fermi level, $\omega$ is the phonon cutoff and $T$ the temperature, all in energy units. The dimensionless coupling $\lambda>0$ is the density of states at the Fermi level, counted for one spin direction, times the strength of the phonon-mediated attraction. For each $\lambda$ there is exactly one $c>0$ such that, for all positive $\omega$ and $T$, the equation holds if and only if $T=c\,\omega$.

```lean
import Mathlib

open Set

namespace CriticalTemperature
```

In Lean, $I(\omega,T)$ is `pairingIntegral ω T` and $\lambda$ is `lam`.

```lean
/-- The thermal pairing integral of `tanh (x / (2T)) / x` over energies `0 < x ≤ ω`, for a
cutoff `ω > 0` and a temperature `T > 0` in energy units. -/
noncomputable def pairingIntegral (ω T : ℝ) : ℝ :=
  ∫ x in (0 : ℝ)..ω, Real.tanh (x / (2 * T)) / x
```

**Q:** That definition already contains physics.

**A:** It does: a constant density of states, and an attraction that is constant up to $\omega$ and zero beyond it. Within this mean-field model, a new cutoff at unchanged $\lambda$ needs only a multiplication. Whether the $T$ solving this equation is the temperature at which a real metal becomes superconducting is a separate question, which the theorems don't address.

**Q:** The integrand is $0/0$ at the Fermi level. Lean gives a non-integrable function the integral zero, so could the theorem be about an artefact?

**A:** No, because the singularity is removable. First, the thermal factor is positive for positive argument, as a quotient of $\sinh u>0$ and $\cosh u>0$.

```lean
/-- The thermal factor `tanh u` is positive for `u > 0`. -/
theorem tanh_pos_of_pos {u : ℝ} (hu : 0 < u) : 0 < Real.tanh u := by
  rw [Real.tanh_eq_sinh_div_cosh]
  exact div_pos (Real.sinh_pos_iff.2 hu) (Real.cosh_pos u)
```

Next, write $\beta=1/T$. Since $\cosh^2-\sinh^2=1$,

$$\frac{d}{dx}\tanh\frac{\beta x}{2}=\frac{\beta/2}{\cosh^2(\beta x/2)} .$$

The kernel $\tanh(\beta x/2)/x$ is the difference quotient of $\tanh(\beta x/2)$ between $0$ and $x$, so it tends to the derivative at zero, $\beta/2$. Lean's `dslope` is this quotient with the derivative filled in at the missing point. The proof computes the derivative and then checks continuity separately at $x=0$ and at $x\neq0$.

```lean
/-- At inverse temperature `β` the pairing kernel `tanh (β x / 2) / x` extends to a continuous
function of the energy `x`, with value `β / 2` at the Fermi level `x = 0`. -/
theorem kernel_extends (β : ℝ) : ∃ h : ℝ → ℝ, Continuous h ∧ h 0 = β / 2 ∧
    ∀ x, x ≠ 0 → h x = Real.tanh (β * x / 2) / x := by
  have hd : ∀ x : ℝ, HasDerivAt (fun x : ℝ => Real.tanh (β * x / 2))
      (β / 2 / Real.cosh (β * x / 2) ^ 2) x := by
    intro x
    have hl : HasDerivAt (fun x : ℝ => β * x / 2) (β / 2) x := by
      simpa using ((hasDerivAt_id x).const_mul β).div_const 2
    have hq := hl.sinh.fun_div hl.cosh (Real.cosh_pos (β * x / 2)).ne'
    simp only [Real.tanh_eq_sinh_div_cosh]
    refine hq.congr_deriv ?_
    congr 1
    linear_combination (β / 2) * Real.cosh_sq (β * x / 2)
  -- the extension is the difference quotient of tanh, completed by its derivative
  refine ⟨dslope (fun x : ℝ => Real.tanh (β * x / 2)) 0, ?_, ?_, ?_⟩
  · rw [continuous_iff_continuousAt]
    intro x
    by_cases hx : x = 0
    · subst hx
      exact continuousAt_dslope_same.2 (hd 0).differentiableAt
    · exact (continuousAt_dslope_of_ne hx).2 (hd x).continuousAt
  · rw [dslope_same, (hd 0).deriv]
    simp
  · intro x hx
    rw [dslope_of_ne _ hx, slope_def_field]
    simp
```

**Q:** Where does the ratio come in?

**A:** Through a change of variable. For $s>0$, put $x=sy$:

$$I(s\omega,sT)=\int_0^{\omega}\frac{\tanh(sy/2sT)}{sy}\,s\,dy=I(\omega,T).$$

In Lean, `e` rewrites the integrand, `intervalIntegral.integral_comp_mul_left` makes the substitution, and the common factor $s^{-1}$ is cancelled.

```lean
/-- Rescaling the cutoff and the temperature by the same factor `s > 0` leaves the pairing
integral unchanged. -/
theorem pairingIntegral_scaling {s : ℝ} (hs : 0 < s) (ω T : ℝ) :
    pairingIntegral (s * ω) (s * T) = pairingIntegral ω T := by
  have e : ∀ x : ℝ, Real.tanh (s * x / (2 * (s * T))) / (s * x)
      = s⁻¹ * (Real.tanh (x / (2 * T)) / x) := by
    intro x
    rw [show 2 * (s * T) = s * (2 * T) by ring, mul_div_mul_left _ _ hs.ne']
    ring
  -- substitute x → s x
  have h := intervalIntegral.integral_comp_mul_left (a := 0) (b := ω)
    (fun x : ℝ => Real.tanh (x / (2 * (s * T))) / x) hs.ne'
  simp only [e, intervalIntegral.integral_const_mul, mul_zero, smul_eq_mul] at h
  exact (mul_left_cancel₀ (inv_ne_zero hs.ne') h).symm
```

Applied with scale factor $T$ to the pair $(\omega/T,1)$, this gives $I(\omega,T)=G(\omega/T)$, where $G(a)=I(a,1)$. One function of one variable remains.

**Q:** Then you need $G(a)=1/\lambda$ to have exactly one solution.

**A:** Yes, and that takes monotonicity, continuity and unboundedness. Let $h$ be the continuous extension of the kernel at $T=1$. It equals $\tanh(x/2)/x>0$ for $x>0$, and $h(0)=1/2$. For $a\ge0$ we have $G(a)=\int_0^a h(x)\,dx$, because the two integrands agree on $(0,a]$.

```lean
/-- At unit temperature the pairing integral up to any cutoff `a ≥ 0` is the integral of a
continuous function, positive for `x ≥ 0` and equal to `tanh (x / 2) / x` for `x > 0`. -/
theorem pairingIntegral_regular : ∃ h : ℝ → ℝ, Continuous h ∧ (∀ x, 0 ≤ x → 0 < h x) ∧
    (∀ x, 0 < x → h x = Real.tanh (x / 2) / x) ∧
    ∀ a, 0 ≤ a → pairingIntegral a 1 = ∫ x in (0 : ℝ)..a, h x := by
  obtain ⟨h, hc, h0, hx⟩ := kernel_extends 1
  have hp : ∀ x, 0 < x → h x = Real.tanh (x / 2) / x := by
    intro x hpos
    rw [hx x hpos.ne', one_mul]
  refine ⟨h, hc, ?_, hp, ?_⟩
  · intro x hnn
    rcases hnn.eq_or_lt with h' | h'
    · rw [← h', h0]
      norm_num
    · rw [hp x h']
      exact div_pos (tanh_pos_of_pos (half_pos h')) h'
  · intro a ha
    refine intervalIntegral.integral_congr_ae (Filter.Eventually.of_forall ?_)
    intro x hxa
    rw [uIoc_of_le ha] at hxa
    rw [hp x hxa.1, mul_one]
```

By the fundamental theorem of calculus $\int_0^a h(x)\,dx$ has derivative $h(a)$, which is positive for $a\ge0$. So $G$ is continuous and strictly increasing on $[0,\infty)$. The Lean proof does this for the integral of $h$, using `strictMonoOn_of_deriv_pos`, and transfers both properties to `pairingIntegral`.

```lean
/-- At unit temperature the pairing integral is a strictly increasing and continuous function
of the cutoff `w ≥ 0`. -/
theorem pairingIntegral_strictMono_continuous :
    StrictMonoOn (fun w => pairingIntegral w 1) (Ici 0) ∧
      ContinuousOn (fun w => pairingIntegral w 1) (Ici 0) := by
  obtain ⟨h, hc, hpos, -, hG⟩ := pairingIntegral_regular
  have hd : ∀ a : ℝ, HasDerivAt (fun a => ∫ x in (0 : ℝ)..a, h x) (h a) a :=
    fun a => (hc.integral_hasStrictDerivAt 0 a).hasDerivAt
  have hF : Continuous (fun a => ∫ x in (0 : ℝ)..a, h x) :=
    continuous_iff_continuousAt.2 fun a => (hd a).continuousAt
  have hm : StrictMonoOn (fun a => ∫ x in (0 : ℝ)..a, h x) (Ici 0) := by
    refine strictMonoOn_of_deriv_pos (convex_Ici 0) hF.continuousOn ?_
    intro x hx
    rw [interior_Ici] at hx
    rw [(hd x).deriv]
    exact hpos x (le_of_lt hx)
  exact ⟨hm.congr fun a ha => (hG a ha).symm, hF.continuousOn.congr fun a ha => hG a ha⟩
```

**Q:** An increasing function can still saturate. Then weak coupling would have no solution.

**A:** It grows at least logarithmically. For $x\ge1$ we have $\tanh(x/2)\ge\tanh(1/2)$, so for $a\ge1$, dropping the non-negative part of the integral below $x=1$,

$$G(a)\ \ge\ \int_1^a\frac{\tanh(1/2)}{x}\,dx=\tanh(1/2)\,\log a .$$

The inequality between the two hyperbolic tangents comes from $\sinh(x/2-1/2)\ge0$: the subtraction formula gives $\sinh(x/2)\cosh(1/2)\ge\cosh(x/2)\sinh(1/2)$, and one divides by the two positive cosines hyperbolic.

```lean
/-- At unit temperature the pairing integral up to a cutoff `a ≥ 1` is at least
`tanh (1/2) * log a`. -/
theorem log_le_pairingIntegral {a : ℝ} (ha : 1 ≤ a) :
    Real.tanh (1 / 2) * Real.log a ≤ pairingIntegral a 1 := by
  obtain ⟨h, hc, hpos, hp, hG⟩ := pairingIntegral_regular
  rw [hG a (by linarith), ← intervalIntegral.integral_add_adjacent_intervals
    (hc.intervalIntegrable 0 1) (hc.intervalIntegrable 1 a)]
  have h01 : 0 ≤ ∫ x in (0 : ℝ)..1, h x :=
    intervalIntegral.integral_nonneg zero_le_one fun x hx => (hpos x hx.1).le
  have e : ∫ x in (1 : ℝ)..a, Real.tanh (1 / 2) * x⁻¹ = Real.tanh (1 / 2) * Real.log a := by
    rw [intervalIntegral.integral_const_mul, integral_inv_of_pos one_pos (by linarith), div_one]
  -- above x = 1 the thermal factor is at least tanh (1/2)
  have h1a : ∫ x in (1 : ℝ)..a, Real.tanh (1 / 2) * x⁻¹ ≤ ∫ x in (1 : ℝ)..a, h x := by
    refine intervalIntegral.integral_mono_on ha ?_ (hc.intervalIntegrable 1 a) ?_
    · refine ContinuousOn.intervalIntegrable ?_
      rw [uIcc_of_le ha]
      intro x hx
      have hx0 : x ≠ 0 := (lt_of_lt_of_le one_pos hx.1).ne'
      exact (continuousAt_const.mul (continuousAt_inv₀ hx0)).continuousWithinAt
    · intro x hx
      have hx0 : 0 < x := lt_of_lt_of_le one_pos hx.1
      rw [hp x hx0, div_eq_mul_inv (Real.tanh (x / 2))]
      refine mul_le_mul_of_nonneg_right ?_ (inv_nonneg.2 hx0.le)
      rw [Real.tanh_eq_sinh_div_cosh, Real.tanh_eq_sinh_div_cosh,
        div_le_div_iff₀ (Real.cosh_pos _) (Real.cosh_pos _)]
      have hs : 0 ≤ Real.sinh (x / 2 - 1 / 2) := Real.sinh_nonneg_iff.2 (by linarith [hx.1])
      rw [Real.sinh_sub] at hs
      linarith
  linarith
```

**Q:** So any positive coupling, however weak, gives a transition in this model. How do you finish?

**A:** Put $t=\tanh(1/2)$ and $b=e^{1/(\lambda t)}\ge1$. Then

$$G(0)=0<\frac1\lambda=t\log b\le G(b).$$

The intermediate value theorem gives some $a\in[0,b]$ with $G(a)=1/\lambda$. It is not zero, since $G(0)=0$, and strict monotonicity makes it the only one. Therefore, for positive $\omega$ and $T$,

$$\lambda I(\omega,T)=1\iff G(\omega/T)=G(a)\iff \omega/T=a\iff T=\omega/a ,$$

and $c=1/a$. If $c'$ has the same property, take $\omega=1$ and $T=c'$. The property of $c'$ says that the gap equation holds there, and the property of $c$ then says $c'=c$.

```lean
/-- For every coupling `lam > 0` there is a unique `c > 0` such that, for all cutoffs `ω > 0`
and temperatures `T > 0`, the linearised gap equation holds exactly when `T = c ω`. -/
theorem critical_temperature_proportional {lam : ℝ} (hl : 0 < lam) :
    ∃! c : ℝ, 0 < c ∧ ∀ ω T : ℝ, 0 < ω → 0 < T →
      (lam * pairingIntegral ω T = 1 ↔ T = c * ω) := by
  obtain ⟨hmono, hcont⟩ := pairingIntegral_strictMono_continuous
  obtain ⟨t, ht, hlog⟩ : ∃ t : ℝ, 0 < t ∧ ∀ a, 1 ≤ a → t * Real.log a ≤ pairingIntegral a 1 :=
    ⟨_, tanh_pos_of_pos (by norm_num), fun a ha => log_le_pairingIntegral ha⟩
  have h0 : pairingIntegral 0 1 = 0 := by simp [pairingIntegral]
  have hb : 1 ≤ Real.exp (1 / (lam * t)) :=
    Real.one_le_exp (one_div_pos.2 (mul_pos hl ht)).le
  have hmem : 1 / lam ∈ Icc (pairingIntegral 0 1)
      (pairingIntegral (Real.exp (1 / (lam * t))) 1) := by
    refine ⟨by rw [h0]; exact (one_div_pos.2 hl).le, ?_⟩
    have h := hlog _ hb
    rw [Real.log_exp] at h
    have e : t * (1 / (lam * t)) = 1 / lam := by field_simp
    linarith
  -- the ratio a = ω / T at which the gap equation is met
  obtain ⟨a, ha, hGa'⟩ := intermediate_value_Icc (zero_le_one.trans hb)
    (hcont.mono Icc_subset_Ici_self) hmem
  have hGa : pairingIntegral a 1 = 1 / lam := hGa'
  have ha0 : 0 < a := by
    rcases ha.1.eq_or_lt with h | h
    · rw [← h, h0] at hGa
      exact absurd hGa (one_div_pos.2 hl).ne
    · exact h
  have key : ∀ ω T : ℝ, 0 < ω → 0 < T →
      (lam * pairingIntegral ω T = 1 ↔ T = a⁻¹ * ω) := by
    intro ω T hω hT
    have hs := pairingIntegral_scaling hT (ω / T) 1
    rw [mul_one, show T * (ω / T) = ω by field_simp] at hs
    rw [hs]
    constructor
    · intro h
      have h' : pairingIntegral (ω / T) 1 = pairingIntegral a 1 := by
        rw [hGa, eq_div_iff hl.ne']
        linarith
      have hr : ω / T = a := hmono.injOn (mem_Ici.2 (div_pos hω hT).le) (mem_Ici.2 ha.1) h'
      rw [← hr]
      field_simp
    · intro h
      have hr : ω / T = a := by
        rw [h]
        field_simp
      rw [hr, hGa]
      exact mul_one_div_cancel hl.ne'
  refine ⟨a⁻¹, ⟨inv_pos.2 ha0, key⟩, ?_⟩
  rintro c ⟨hc, hc'⟩
  have h := (key 1 c one_pos hc).1 ((hc' 1 c one_pos hc).2 (mul_one c).symm)
  rwa [mul_one] at h
```

The chain of equivalences is `key`, with `a⁻¹` in the role of $c$. The last three lines are the uniqueness argument.

**Q:** Could `c` secretly depend on the cutoff? That would make the proportionality empty.

**A:** The order of the quantifiers prevents it. `∃! c` comes before `∀ ω T`, so one number, fixed by `lam` alone, serves every cutoff. The `↔` also says two things: $c\,\omega$ solves the gap equation, and no other positive temperature does. What you don't get is a value for $c$; the familiar weak-coupling exponential would need a separate estimate.

**Q:** My isotopes have masses, and the theorem has none.

**A:** They enter through the cutoff. For a harmonic lattice with stiffness $K$ and ionic mass $M$, take $\omega=\sqrt{K/M}$, with $\hbar=1$. If two isotopes share $K$ and $\lambda$, then $T_i=c\sqrt{K/M_i}$ for $i=1,2$, so

$$T_1\sqrt{M_1}=c\sqrt K=T_2\sqrt{M_2}.$$

```lean
/-- Isotope effect: if two isotopes of masses `M₁, M₂ > 0` have the same coupling `lam > 0` and
cutoffs `√(K / M)` with the same stiffness `K > 0`, then temperatures `T₁, T₂ > 0` solving
their linearised gap equations satisfy `T₁ √M₁ = T₂ √M₂`. -/
theorem isotope_effect {lam K M₁ M₂ T₁ T₂ : ℝ} (hl : 0 < lam) (hK : 0 < K)
    (hM₁ : 0 < M₁) (hM₂ : 0 < M₂) (hT₁ : 0 < T₁) (hT₂ : 0 < T₂)
    (h₁ : lam * pairingIntegral (Real.sqrt (K / M₁)) T₁ = 1)
    (h₂ : lam * pairingIntegral (Real.sqrt (K / M₂)) T₂ = 1) :
    T₁ * Real.sqrt M₁ = T₂ * Real.sqrt M₂ := by
  obtain ⟨c, ⟨-, hc⟩, -⟩ := critical_temperature_proportional hl
  have e : ∀ M : ℝ, 0 < M → Real.sqrt (K / M) * Real.sqrt M = Real.sqrt K := by
    intro M hM
    rw [← Real.sqrt_mul (div_pos hK hM).le, div_mul_cancel₀ _ hM.ne']
  rw [(hc _ _ (Real.sqrt_pos.2 (div_pos hK hM₁)) hT₁).1 h₁,
    (hc _ _ (Real.sqrt_pos.2 (div_pos hK hM₂)) hT₂).1 h₂,
    mul_assoc, mul_assoc, e M₁ hM₁, e M₂ hM₂]
```

The proof uses the forward direction of the equivalence twice, and `e` is the identity $\sqrt{K/M}\,\sqrt M=\sqrt K$.

**Q:** Real isotope shifts don't always follow the inverse square root.

**A:** Then at least one premise fails for that material. The same `lam` appears in `h₁` and `h₂`, which stands for an effective attraction that doesn't change with the ionic mass. The same `K` stands for force constants that don't depend on the nuclear mass. The form $\sqrt{K/M}$ stands for a lattice with one ionic mass; in a compound where only one element is substituted, the phonon frequencies don't all scale this way. All three are assumed here, not derived, and so is the gap equation itself, with its single cutoff.

**Q:** And if I change the coupling instead of the mass?

**A:** At a fixed cutoff, the stronger coupling has the strictly higher critical temperature. Let $0<\lambda_1<\lambda_2$, with solutions $T_1$ and $T_2$, and suppose $T_2\le T_1$. Then $\omega/T_1\le\omega/T_2$, so $I(\omega,T_1)\le I(\omega,T_2)$ because $G$ is increasing. Since $I(\omega,T_1)=1/\lambda_1>0$,

$$1=\lambda_1I(\omega,T_1)<\lambda_2I(\omega,T_1)\le\lambda_2I(\omega,T_2)=1,$$

which is a contradiction. In Lean, `hs` reduces both integrals to unit temperature, `hP` is the comparison of the integrals, and `ha` and `hb` are the two inequalities in this chain.

```lean
/-- At a fixed cutoff `ω > 0`, the positive temperature solving the linearised gap equation is
strictly higher for the stronger of two positive couplings. -/
theorem critical_temperature_increasing {lam₁ lam₂ ω T₁ T₂ : ℝ} (hl : 0 < lam₁)
    (hlt : lam₁ < lam₂) (hω : 0 < ω) (hT₁ : 0 < T₁) (hT₂ : 0 < T₂)
    (h₁ : lam₁ * pairingIntegral ω T₁ = 1) (h₂ : lam₂ * pairingIntegral ω T₂ = 1) :
    T₁ < T₂ := by
  by_contra hn
  have hle : T₂ ≤ T₁ := not_lt.1 hn
  have hs : ∀ T : ℝ, 0 < T → pairingIntegral ω T = pairingIntegral (ω / T) 1 := by
    intro T hT
    have h := pairingIntegral_scaling hT (ω / T) 1
    rwa [mul_one, show T * (ω / T) = ω by field_simp] at h
  -- a lower temperature would give a larger pairing integral
  have hP : pairingIntegral ω T₁ ≤ pairingIntegral ω T₂ := by
    rw [hs T₁ hT₁, hs T₂ hT₂]
    exact pairingIntegral_strictMono_continuous.1.monotoneOn
      (mem_Ici.2 (div_pos hω hT₁).le) (mem_Ici.2 (div_pos hω hT₂).le)
      (div_le_div_of_nonneg_left hω.le hT₂ hle)
  have hpos : 0 < pairingIntegral ω T₁ := by
    by_contra h
    nlinarith
  have ha := mul_lt_mul_of_pos_right hlt hpos
  have hb := mul_le_mul_of_nonneg_left hP (hl.trans hlt).le
  linarith

end CriticalTemperature
```

```lean
#print axioms CriticalTemperature.critical_temperature_proportional
-- 'CriticalTemperature.critical_temperature_proportional' depends on axioms: [propext, Classical.choice, Quot.sound]
#print axioms CriticalTemperature.isotope_effect
-- 'CriticalTemperature.isotope_effect' depends on axioms: [propext, Classical.choice, Quot.sound]
#print axioms CriticalTemperature.critical_temperature_increasing
-- 'CriticalTemperature.critical_temperature_increasing' depends on axioms: [propext, Classical.choice, Quot.sound]
```
